# Elastic scattering keeps t ≤ 0 and su ≤ (M² − m²)²

The spin-averaged squared amplitude for Compton scattering is, at tree level, a rational function of the invariants s, t and u. Away from its poles it returns a number even for values that no collision can produce. If an integral over t runs past the kinematic limits, the cross section picks up momentum transfers that never occur, and the integrand need not give any warning.

Take a particle of mass m and a particle of mass M > 0 that collide and leave with the same masses. The incoming momenta are k and p, the outgoing ones k' and p', with k and k' belonging to mass m. Conservation reads k + p = k' + p', and

s = (k + p)²,  t = (k − k')²,  u = (k − p')².

If both incoming energies are positive, then

t ≤ 0 and su ≤ (M² − m²)².

At fixed s these are upper limits on t and on u. Since s + t + u is fixed by the masses, the limit on u is also a lower limit on t. The mass m may vanish, so Compton scattering off a free electron is included.

## Transfers measured against the total momentum

Set c = 1 and write a momentum as an energy and a spatial vector. For P = (E, x) and Q = (ω, y) the Minkowski product is P·Q = Eω − ⟨x, y⟩, and P² means P·P. A momentum is timelike if its square is positive and spacelike if its square is negative.

**A nonzero Q orthogonal to a timelike P is spacelike.** From P² > 0 we have E² > |x|² ≥ 0, so E ≠ 0. Orthogonality says Eω = ⟨x, y⟩. If y were zero, then Eω = 0, hence ω = 0 and Q = 0, which is excluded. So |y|² > 0, and the Cauchy-Schwarz inequality gives

E²ω² = ⟨x, y⟩² ≤ |x|²|y|² < E²|y|².

Dividing by E² gives ω² < |y|², which is Q² < 0.

**The reversed Cauchy-Schwarz inequality.** For timelike P and any Q, let R = P² Q − (P·Q) P. Then

P·R = P² (P·Q) − (P·Q) P² = 0,

R² = (P²)² Q² − 2P² (P·Q)² + (P·Q)² P² = P² [P² Q² − (P·Q)²].

By the previous step either R = 0 or R² < 0. Since P² > 0, it follows that P² Q² ≤ (P·Q)², with equality exactly when R = 0.

**The total momentum is timelike.** Write k = (E₁, x₁) and p = (E₂, x₂). The mass shells E₁² = m² + |x₁|² and E₂² = M² + |x₂|², with positive energies and M > 0, give E₁ ≥ |x₁| and E₂ > |x₂|. By the triangle inequality

|x₁ + x₂| ≤ |x₁| + |x₂| < E₁ + E₂,

so s > 0.

**Products with the total momentum.** Let P = k + p = k' + p'. Squaring p = P − k gives M² = s − 2P·k + m², and squaring p' = P − k' gives the same equation for k'. Squaring k' = P − p' gives m² = s − 2P·p' + M². Hence

P·k = P·k' = (s + m² − M²)/2,  P·p' = (s + M² − m²)/2,

and by subtraction

P·(k − k') = 0,  P·(k − p') = m² − M².

**The two bounds.** The transfer k − k' is orthogonal to the timelike P, so it is zero or spacelike, and t ≤ 0 with equality exactly when k' = k. The reversed inequality with Q = k − p' gives su ≤ (m² − M²)², with equality exactly when s(k − p') = (m² − M²)(k + p). In the centre-of-mass frame the spatial part of that condition says that p' has the spatial momentum of k, which is backward scattering.

The same inequality, applied to the incoming pair, gives the threshold. It reads M²m² ≤ (p·k)², and p·k > 0 because E₁E₂ > |x₁||x₂|. For m ≥ 0 this means p·k ≥ mM, so s = m² + M² + 2p·k ≥ (m + M)². This threshold is an addition to the formal development below.

## Momenta and invariants in Lean

```lean
import Mathlib

open Real

namespace ElasticPhysicalRegion

noncomputable section

variable {V : Type*} [NormedAddCommGroup V] [InnerProductSpace ℝ V]
```

The space `V` of spatial momenta is any real inner product space. Ordinary space is the three-dimensional case; no dimension is fixed, and even the zero-dimensional space is allowed.

```lean
/-- The Minkowski product of two momenta, each a pair of an energy and a spatial momentum. -/
def mdot (a b : ℝ × V) : ℝ := a.1 * b.1 - inner ℝ a.2 b.2
```

A momentum is an element of `ℝ × V`, with energy `a.1` and spatial part `a.2`. The definition fixes the signature in which a particle at rest has positive square.

```lean
/-- The invariant `s`, the square of the total momentum `k + p`. -/
def mandelstamS (k p : ℝ × V) : ℝ := mdot (k + p) (k + p)

/-- The invariant `t`, the square of the momentum transfer `k - k'`. -/
def mandelstamT (k k' : ℝ × V) : ℝ := mdot (k - k') (k - k')

/-- The invariant `u`, the square of the crossed momentum transfer `k - p'`. -/
def mandelstamU (k p' : ℝ × V) : ℝ := mdot (k - p') (k - p')
```

Each invariant is a function of the two momenta that it needs. In `mandelstamU` the second argument is the outgoing momentum of the other particle, the one of mass M.

```lean
/-- Elastic scattering `k + p = k' + p'`: `k, k'` are on the mass shell of `m`, `p, p'` on that
of `M`, and the incoming energies are positive. -/
structure IsElastic (m M : ℝ) (k p k' p' : ℝ × V) : Prop where
  shell_k : mdot k k = m ^ 2
  shell_p : mdot p p = M ^ 2
  shell_k' : mdot k' k' = m ^ 2
  shell_p' : mdot p' p' = M ^ 2
  energy_k : 0 < k.1
  energy_p : 0 < p.1
  conservation : k + p = k' + p'
```

The structure `IsElastic` collects the physical assumptions: four mass shells, two positive incoming energies and conservation of energy and momentum. Positive energies single out the channel in which k and p really come in. Outgoing energies need no assumption. The parameters `m` and `M` are real numbers that enter only through their squares; the theorems below add `0 < M` where they need it.

The field `conservation` balances the two incoming momenta against two outgoing ones, so it leaves no room for further particles that carry away energy or momentum. Charged particles also radiate soft photons, and conservation between the two pairs then holds only approximately.

## Orthogonality and the reversed inequality

```lean
/-- A nonzero vector that is Minkowski-orthogonal to a timelike vector is spacelike. -/
theorem spacelike_of_orthogonal {P Q : ℝ × V} (hP : 0 < mdot P P) (h : mdot P Q = 0)
    (hQ : Q ≠ 0) : mdot Q Q < 0 := by
  unfold mdot at *
  have hpp : 0 ≤ inner ℝ P.2 P.2 := real_inner_self_nonneg
  have hE : P.1 ≠ 0 := by
    intro h0
    rw [h0] at hP
    linarith
  -- the spatial part of `Q` cannot vanish
  have hq : Q.2 ≠ 0 := by
    intro h0
    rw [h0, inner_zero_right, sub_zero] at h
    exact hQ (Prod.ext ((mul_eq_zero.mp h).resolve_left hE) h0)
  have hqq : 0 < inner ℝ Q.2 Q.2 := by
    rw [real_inner_self_eq_norm_sq]
    have := norm_pos_iff.mpr hq
    positivity
  have hcs := real_inner_mul_inner_self_le P.2 Q.2
  rw [← sub_eq_zero.mp h] at hcs
  by_contra hc
  have hc' := not_lt.mp hc
  nlinarith [mul_pos hP hqq, mul_nonneg (sq_nonneg P.1) hc']
```

The facts `hE` and `hq` are E ≠ 0 and y ≠ 0 from the derivation. The Cauchy-Schwarz inequality enters as `hcs`, where the inner product is replaced by the product of energies. Instead of dividing by E², the last lines assume Q² ≥ 0 and let `nlinarith` find the contradiction.

```lean
/-- Reversed Cauchy-Schwarz inequality: `P² Q² ≤ (P·Q)²` for timelike `P` and any `Q`, with
equality exactly when `P² Q = (P·Q) P`. -/
theorem reversed_cauchy_schwarz {P : ℝ × V} (Q : ℝ × V) (hP : 0 < mdot P P) :
    mdot P P * mdot Q Q ≤ mdot P Q ^ 2 ∧
      (mdot P P * mdot Q Q = mdot P Q ^ 2 ↔ mdot P P • Q = mdot P Q • P) := by
  have h1 : ∀ a b : ℝ, mdot P (a • Q - b • P) = a * mdot P Q - b * mdot P P := by
    intro a b
    simp only [mdot, Prod.fst_sub, Prod.snd_sub, Prod.smul_fst, Prod.smul_snd, smul_eq_mul,
      inner_sub_right, real_inner_smul_right]
    ring
  have h2 : ∀ a b : ℝ, mdot (a • Q - b • P) (a • Q - b • P)
      = a ^ 2 * mdot Q Q - 2 * a * b * mdot P Q + b ^ 2 * mdot P P := by
    intro a b
    simp only [mdot, Prod.fst_sub, Prod.snd_sub, Prod.smul_fst, Prod.smul_snd, smul_eq_mul,
      inner_sub_left, inner_sub_right, real_inner_smul_left, real_inner_smul_right]
    rw [real_inner_comm P.2 Q.2]
    ring
  -- the part of `Q` orthogonal to `P`, scaled by `P²`
  have horth : mdot P (mdot P P • Q - mdot P Q • P) = 0 := by
    rw [h1]
    ring
  have hsq := h2 (mdot P P) (mdot P Q)
  by_cases hR : mdot P P • Q - mdot P Q • P = 0
  · have hz : mdot (0 : ℝ × V) 0 = 0 := by simp [mdot]
    rw [hR, hz] at hsq
    have he : mdot P P * mdot Q Q = mdot P Q ^ 2 := by
      apply mul_left_cancel₀ hP.ne'
      linear_combination -hsq
    exact ⟨he.le, fun _ => sub_eq_zero.mp hR, fun _ => he⟩
  · have hneg := spacelike_of_orthogonal hP horth hR
    rw [hsq] at hneg
    have hlt : mdot P P * mdot Q Q < mdot P Q ^ 2 := by
      by_contra hc
      nlinarith [mul_nonneg hP.le (sub_nonneg.mpr (not_lt.mp hc))]
    exact ⟨hlt.le, fun he => absurd he hlt.ne, fun he => absurd (sub_eq_zero.mpr he) hR⟩
```

The statement joins the inequality to its equality case, written as `mdot P P • Q = mdot P Q • P`, which is R = 0. The expansions `h1` and `h2` treat a general combination aQ − bP; with a = P² and b = P·Q they yield P·R = 0 and the formula for R². The proof then separates R = 0, where equality holds, from R ≠ 0, where the previous theorem makes the inequality strict.

## Consequences of the mass shells

```lean
/-- In elastic scattering with `M > 0` the total momentum is timelike. -/
theorem total_timelike {m M : ℝ} {k p k' p' : ℝ × V} (hM : 0 < M)
    (h : IsElastic m M k p k' p') : 0 < mdot (k + p) (k + p) := by
  have hk := h.shell_k
  have hp := h.shell_p
  have ek := h.energy_k
  have ep := h.energy_p
  simp only [mdot, real_inner_self_eq_norm_sq, Prod.fst_add, Prod.snd_add] at *
  have h1 : ‖k.2‖ ≤ k.1 := by nlinarith [norm_nonneg k.2, sq_nonneg m]
  have h2 : ‖p.2‖ < p.1 := by nlinarith [norm_nonneg p.2, pow_pos hM 2]
  have h3 : ‖k.2 + p.2‖ < k.1 + p.1 := by linarith [norm_add_le k.2 p.2]
  nlinarith [norm_nonneg (k.2 + p.2)]
```

The three inequalities `h1`, `h2` and `h3` are those of the derivation: energy against spatial norm for k, for p, and for their sum. Here `0 < M` is used. Two massless momenta that point in the same direction have a lightlike sum, so the statement does not extend to all collisions with m = M = 0.

```lean
/-- In elastic scattering the transfer `k - k'` is orthogonal to the total momentum, and
`k - p'` has the product `m² - M²` with it. -/
theorem transfer_products {m M : ℝ} {k p k' p' : ℝ × V} (h : IsElastic m M k p k' p') :
    mdot (k + p) (k - k') = 0 ∧ mdot (k + p) (k - p') = m ^ 2 - M ^ 2 := by
  have hp' : p' = k + p - k' := by
    rw [h.conservation]
    abel
  have h1 := h.shell_k
  have h2 := h.shell_p
  have h3 := h.shell_k'
  have h4 := h.shell_p'
  rw [hp'] at h4 ⊢
  simp only [mdot, Prod.fst_add, Prod.snd_add, Prod.fst_sub, Prod.snd_sub, inner_add_left,
    inner_add_right, inner_sub_left, inner_sub_right] at h1 h2 h3 h4 ⊢
  have c1 := real_inner_comm k.2 p.2
  have c2 := real_inner_comm k.2 k'.2
  have c3 := real_inner_comm p.2 k'.2
  constructor <;> linarith
```

Conservation eliminates p' in favour of k + p − k'. After the products are expanded, both claims are linear in the mass-shell equations, and `linarith` closes them. Neither the energies nor the sign of M plays a part.

## The bounds and their boundaries

```lean
/-- Physical region of elastic scattering: for `M > 0` and positive incoming energies, the
invariants satisfy `t ≤ 0` and `s u ≤ (M² - m²)²`, in any spatial dimension. -/
theorem physical_region {m M : ℝ} {k p k' p' : ℝ × V} (hM : 0 < M)
    (h : IsElastic m M k p k' p') :
    mandelstamT k k' ≤ 0 ∧
      mandelstamS k p * mandelstamU k p' ≤ (M ^ 2 - m ^ 2) ^ 2 := by
  have hs := total_timelike hM h
  obtain ⟨ht, hu⟩ := transfer_products h
  constructor
  · by_cases h0 : k - k' = 0
    · simp [mandelstamT, mdot, h0]
    · exact (spacelike_of_orthogonal hs ht h0).le
  · have hcs := (reversed_cauchy_schwarz (k - p') hs).1
    rw [hu] at hcs
    unfold mandelstamS mandelstamU
    linarith
```

The first half separates k = k', where t is zero, from k ≠ k', where the transfer is spacelike. The second half puts the product m² − M² into the reversed inequality. Despite its name, `physical_region` states necessary conditions: it does not say that every triple of numbers obeying them comes from a collision.

In quantum electrodynamics the bounds limit the phase-space integral for processes such as Compton and electron-muon scattering, as long as the process is two-body, elastic and on shell. They can also expose faulty momenta in an event generator under the same restriction.

```lean
/-- For `M > 0`, the boundary `t = 0` is reached exactly when `k' = k`. -/
theorem t_eq_zero_iff {m M : ℝ} {k p k' p' : ℝ × V} (hM : 0 < M)
    (h : IsElastic m M k p k' p') : mandelstamT k k' = 0 ↔ k' = k := by
  constructor
  · intro ht
    by_contra hne
    have hlt := spacelike_of_orthogonal (total_timelike hM h) (transfer_products h).1
      (sub_ne_zero.mpr (Ne.symm hne))
    exact hlt.ne ht
  · intro he
    simp [mandelstamT, mdot, he]
```

The boundary t = 0 is forward scattering with no change of momentum at all. A nonzero transfer would be spacelike and would make t strictly negative.

```lean
/-- For `M > 0`, the boundary `s u = (M² - m²)²` is reached exactly when
`s (k - p') = (m² - M²) (k + p)`. -/
theorem su_eq_iff {m M : ℝ} {k p k' p' : ℝ × V} (hM : 0 < M)
    (h : IsElastic m M k p k' p') :
    mandelstamS k p * mandelstamU k p' = (M ^ 2 - m ^ 2) ^ 2 ↔
      mandelstamS k p • (k - p') = (m ^ 2 - M ^ 2) • (k + p) := by
  have hcs := (reversed_cauchy_schwarz (k - p') (total_timelike hM h)).2
  rw [(transfer_products h).2] at hcs
  rw [show (M ^ 2 - m ^ 2) ^ 2 = (m ^ 2 - M ^ 2) ^ 2 by ring]
  exact hcs
```

This is the equality case of the reversed inequality for the total momentum and k − p'. The only adjustment is that (M² − m²)² and (m² − M²)² are the same number.

## A centre-of-mass family in the plane

```lean
/-- The momentum of a particle of mass `μ` in the plane, with spatial part
`q (cos θ, sin θ)`. -/
def planeMomentum (μ q θ : ℝ) : ℝ × EuclideanSpace ℝ (Fin 2) :=
  (√(μ ^ 2 + q ^ 2), !₂[q * cos θ, q * sin θ])
```

The letter `μ` is a mass here, not a spacetime index. The parameter `q` may be negative, which reverses the direction of the spatial momentum.

```lean
/-- Centre-of-mass scattering in the plane with momentum `q > 0` and angle `θ` is elastic, with
`t = -2q²(1 - cos θ)` and `s u = (M² - m²)² - 2 s q²(1 + cos θ)`. -/
theorem physical_region_witness (m M θ : ℝ) {q : ℝ} (hq : 0 < q) :
    let k := planeMomentum m q 0
    let p := planeMomentum M (-q) 0
    let k' := planeMomentum m q θ
    let p' := planeMomentum M (-q) θ
    IsElastic m M k p k' p' ∧ mandelstamT k k' = -2 * q ^ 2 * (1 - cos θ) ∧
      mandelstamS k p * mandelstamU k p' =
        (M ^ 2 - m ^ 2) ^ 2 - 2 * mandelstamS k p * q ^ 2 * (1 + cos θ) := by
  intro k p k' p'
  have hin : ∀ x y : EuclideanSpace ℝ (Fin 2), inner ℝ x y = x 0 * y 0 + x 1 * y 1 := by
    intro x y
    simp only [PiLp.inner_apply, Fin.sum_univ_two, RCLike.inner_apply, conj_trivial]
    ring
  have shell : ∀ μ r φ : ℝ, mdot (planeMomentum μ r φ) (planeMomentum μ r φ) = μ ^ 2 := by
    intro μ r φ
    have ha : √(μ ^ 2 + r ^ 2) ^ 2 = μ ^ 2 + r ^ 2 := Real.sq_sqrt (by positivity)
    simp only [mdot, hin, planeMomentum, Matrix.cons_val_zero,
      Matrix.cons_val_one]
    linear_combination ha - r ^ 2 * sin_sq_add_cos_sq φ
  have ha : √(m ^ 2 + q ^ 2) ^ 2 = m ^ 2 + q ^ 2 := Real.sq_sqrt (by positivity)
  have hb : √(M ^ 2 + (-q) ^ 2) ^ 2 = M ^ 2 + (-q) ^ 2 := Real.sq_sqrt (by positivity)
  refine ⟨⟨shell _ _ _, shell _ _ _, shell _ _ _, shell _ _ _, ?_, ?_, ?_⟩, ?_, ?_⟩
  · exact Real.sqrt_pos.mpr (by positivity)
  · exact Real.sqrt_pos.mpr (by nlinarith [sq_nonneg M, pow_pos hq 2])
  · apply Prod.ext
    · rfl
    · ext i
      fin_cases i <;> simp [k, p, k', p', planeMomentum]
  · simp only [k, k', mandelstamT, mdot, hin, planeMomentum, Prod.fst_sub, Prod.snd_sub,
      PiLp.sub_apply, Matrix.cons_val_zero, Matrix.cons_val_one,
      cos_zero, sin_zero]
    linear_combination (-q ^ 2) * sin_sq_add_cos_sq θ
  · simp only [k, p, p', mandelstamS, mandelstamU, mdot, hin, planeMomentum, Prod.fst_sub,
      Prod.snd_sub, Prod.fst_add, Prod.snd_add, PiLp.sub_apply, PiLp.add_apply,
      Matrix.cons_val_zero, Matrix.cons_val_one, cos_zero, sin_zero]
    generalize √(m ^ 2 + q ^ 2) = a at ha ⊢
    generalize √(M ^ 2 + (-q) ^ 2) = b at hb ⊢
    linear_combination (a ^ 2 - b ^ 2 + m ^ 2 - M ^ 2) * (ha - hb)
      - (a + b) ^ 2 * q ^ 2 * sin_sq_add_cos_sq θ

end

end ElasticPhysicalRegion
```

For every q > 0 and every angle θ, this theorem exhibits momenta that satisfy all of `IsElastic`. The two particles have opposite spatial momenta before and after, so both totals have zero spatial part, and the energies do not change.

Write a = √(m² + q²) and b = √(M² + q²) for the energies. Then s = (a + b)², and

t = −q² [(1 − cos θ)² + sin² θ] = −2q²(1 − cos θ),

u = (a − b)² − q² [(1 + cos θ)² + sin² θ] = (a − b)² − 2q²(1 + cos θ).

Since (a + b)²(a − b)² = (a² − b²)² = (m² − M²)², multiplying u by s gives

su = (M² − m²)² − 2sq²(1 + cos θ).

The Lean proof names the two square roots `a` and `b` as well, and `linear_combination` combines their squares with sin² θ + cos² θ = 1. At θ = 0 the family reaches t = 0, and at θ = π it reaches su = (M² − m²)², so both bounds are attained.

```lean
#print axioms ElasticPhysicalRegion.physical_region
#print axioms ElasticPhysicalRegion.t_eq_zero_iff
#print axioms ElasticPhysicalRegion.su_eq_iff
```

```
'ElasticPhysicalRegion.physical_region' depends on axioms: [propext, Classical.choice, Quot.sound]
'ElasticPhysicalRegion.t_eq_zero_iff' depends on axioms: [propext, Classical.choice, Quot.sound]
'ElasticPhysicalRegion.su_eq_iff' depends on axioms: [propext, Classical.choice, Quot.sound]
```
